# State density of the infinite uniform nearest-neighbour chain: minimal at the centre of the band, divergent at both edges

Take a ring of six equal sites on which an electron hops between neighbours with matrix element $-t$, where $t>0$. This is the Hückel model of the benzene π system, with energies measured from the site energy. The allowed wave numbers are $0,\pm\pi/3,\pm2\pi/3,\pi$, and the energies $-2t\cos k$ are

$$-2t,\quad -t,\ -t,\quad t,\ t,\quad 2t .$$

Equal steps in $k$ give unequal steps in energy: $t$, then $2t$, then $t$. The cosine is flat at $k=0$ and $k=\pi$ and steepest halfway between, so levels lie closer together near the ends of the spectrum than in the middle.

The question is what becomes of this crowding on an infinite chain, where the levels merge into a band from $-2t$ to $2t$. The number of states per site and per unit energy, without a factor of two for spin, turns out to be $1/(\pi\sqrt{4t^2-E^2})$ inside the band. It is smallest at $E=0$ and grows without bound towards either edge.

```lean
import Mathlib

open MeasureTheory Filter Set
open scoped Topology Real

namespace ChainVanHove

noncomputable section
```

## From hopping to the band energy

Let $\psi_n$ be the amplitude on site $n$, with one orbital per site and site energy zero. The Hamiltonian acts as

$$(H\psi)_n=-t\,(\psi_{n+1}+\psi_{n-1}).$$

In Lean the state is a function `ψ : ℤ → ℂ`. No normalisation is required, so plane waves are admitted.

```lean
/-- The tight-binding Hamiltonian of the infinite chain: an amplitude hops to each
nearest neighbour with matrix element `-t`. -/
def hamiltonian (t : ℝ) (ψ : ℤ → ℂ) (n : ℤ) : ℂ :=
  -(t : ℂ) * (ψ (n + 1) + ψ (n - 1))
```

With the lattice spacing as unit of length, the candidate for the energy at wave number $k$ is $\varepsilon(k)=-2t\cos k$. For $t>0$ its minimum is at $k=0$, where neighbouring amplitudes have the same sign.

```lean
/-- The band energy at wave number `k`, with the lattice spacing as unit of length. -/
def band (t k : ℝ) : ℝ := -2 * t * Real.cos k
```

The integrated state density $N(E)$ is the fraction of the Brillouin zone $[-\pi,\pi]$ in which $\varepsilon(k)\le E$:

$$N(E)=\frac{1}{2\pi}\,\bigl|\{k\in[-\pi,\pi]:\varepsilon(k)\le E\}\bigr| ,$$

where the bars denote length, written `volume` in Lean. It counts orbital states per site, without a factor of two for spin.

The link between this definition and a count of levels is argued here and not checked in Lean. On a ring of $L$ sites the $L$ allowed wave numbers label a complete set of orthogonal plane waves, one state for each. They are spaced by $2\pi/L$, so the number of them in an interval differs from $L$ times its fraction of the zone by at most one, and the difference per site vanishes as $L$ grows.

```lean
/-- The integrated state density per site: the fraction of the Brillouin zone `[-π, π]`
in which the band energy is at most `E`. -/
def integratedDensity (t E : ℝ) : ℝ :=
  (volume {k : ℝ | k ∈ Icc (-π) π ∧ band t k ≤ E}).toReal / (2 * π)
```

The state density, usually called the density of states, is $g(E)=dN/dE$. At the band edges $N$ has no finite derivative, and there Lean's `deriv` returns zero by convention; the theorems below use `density` only at interior energies.

```lean
/-- The state density: the derivative of the integrated state density with respect to
energy, used at energies strictly inside the band. -/
def density (t E : ℝ) : ℝ := deriv (integratedDensity t) E
```

To confirm the band energy, insert $\psi_n=e^{ikn}$. A step to the right or left multiplies the wave by $e^{ik}$ or $e^{-ik}$, so

$$(H\psi)_n=-t\,(e^{ik}+e^{-ik})\,e^{ikn}=-2t\cos k\;e^{ikn}.$$

The theorem states this for every real $t$ and $k$ and every site $n$. Its proof splits the two exponentials in the same way and writes the cosine as half the sum of the phases.

```lean
/-- A plane wave of wave number `k` satisfies the eigenvalue equation of the chain with
the band energy at `k`. -/
theorem hamiltonian_planeWave (t k : ℝ) (n : ℤ) :
    hamiltonian t (fun m => Complex.exp (Complex.I * k * m)) n =
      (band t k : ℂ) * Complex.exp (Complex.I * k * n) := by
  simp only [hamiltonian, band]
  push_cast
  -- a step to the right or left multiplies the wave by a phase
  have h1 : Complex.I * k * ((n : ℂ) + 1) = Complex.I * k * n + k * Complex.I := by ring
  have h2 : Complex.I * k * ((n : ℂ) - 1) = Complex.I * k * n + -k * Complex.I := by ring
  rw [h1, h2, Complex.exp_add, Complex.exp_add, Complex.cos]
  ring
```

## Counting the states below an energy

Let $-2t\le E\le 2t$. Dividing by $2t>0$ gives

$$-2t\cos k\le E\iff \cos k\ge -\frac{E}{2t}.$$

The cosine is even, and it decreases on $[0,\pi]$. The condition is therefore $|k|\le\kappa$ with $\kappa=\arccos(-E/(2t))$. These wave numbers fill an interval of length $2\kappa$, and

$$N(E)=\frac{2\kappa}{2\pi}=\frac{1}{\pi}\arccos\!\Bigl(-\frac{E}{2t}\Bigr).$$

This gives $0$ at the bottom of the band, $1/2$ at the centre and $1$ at the top.

In the theorem, `Icc` denotes a closed interval, so both edges are included. The facts `hlo` and `hhi` place $-E/(2t)$ between $-1$ and $1$, where the arccosine inverts the cosine. The step `hset` proves that the set of wave numbers is the interval $[-\kappa,\kappa]$, one inclusion at a time: the first uses that the arccosine is decreasing, the second that the cosine is decreasing on $[0,\pi]$. The length of the interval then gives the formula.

```lean
/-- For `t > 0` and an energy in the closed band `[-2t, 2t]`, the integrated state density
is `arccos (-E / (2t)) / π`. -/
theorem integratedDensity_eq {t E : ℝ} (ht : 0 < t) (hE : E ∈ Icc (-(2 * t)) (2 * t)) :
    integratedDensity t E = Real.arccos (-E / (2 * t)) / π := by
  have h2t : 0 < 2 * t := by linarith
  have hlo : -1 ≤ -E / (2 * t) := by
    rw [le_div_iff₀ h2t]
    linarith [hE.2]
  have hhi : -E / (2 * t) ≤ 1 := by
    rw [div_le_iff₀ h2t]
    linarith [hE.1]
  -- the states below `E` fill an interval centred at `k = 0`
  have hset : {k : ℝ | k ∈ Icc (-π) π ∧ band t k ≤ E} =
      Icc (-Real.arccos (-E / (2 * t))) (Real.arccos (-E / (2 * t))) := by
    ext k
    constructor
    · rintro ⟨hk, hb⟩
      have hc : -E / (2 * t) ≤ Real.cos |k| := by
        rw [Real.cos_abs, div_le_iff₀ h2t]
        unfold band at hb
        linarith
      have h := Real.arccos_le_arccos hc
      rw [Real.arccos_cos (abs_nonneg k) (abs_le.2 hk)] at h
      exact abs_le.1 h
    · intro hk
      have ha : |k| ≤ Real.arccos (-E / (2 * t)) := abs_le.2 hk
      have hpi := Real.arccos_le_pi (-E / (2 * t))
      have hc := Real.cos_le_cos_of_nonneg_of_le_pi (abs_nonneg k) hpi ha
      rw [Real.cos_arccos hlo hhi, Real.cos_abs, div_le_iff₀ h2t] at hc
      refine ⟨abs_le.1 (ha.trans hpi), ?_⟩
      unfold band
      linarith
  have hnn := Real.arccos_nonneg (-E / (2 * t))
  unfold integratedDensity
  rw [hset, Real.volume_Icc, ENNReal.toReal_ofReal (by linarith)]
  have hpi := Real.pi_ne_zero
  field_simp
  ring
```

## The derivative inside the band

Let $-2t<E<2t$ and put $x=-E/(2t)$, so that $dx/dE=-1/(2t)$. The chain rule gives

$$\frac{dN}{dE}=\frac1\pi\cdot\frac{-1}{\sqrt{1-x^2}}\cdot\frac{-1}{2t}=\frac{1}{\pi\,2t\sqrt{1-x^2}} .$$

Since $4t^2-E^2=(2t)^2(1-x^2)$, the denominator is $\pi\sqrt{4t^2-E^2}$.

`HasDerivAt` says that the derivative exists and has this value, and `Ioo` denotes the open interval. The proof differentiates the arccosine formula in `hin` and `hd`. Because $N$ was defined as a length, `hev` supplies the link: the formula holds at all energies near $E$, so both functions have the same derivative there. The identity for the square root is `hroot`.

```lean
/-- For `t > 0` and an energy strictly inside the band, the integrated state density has
derivative `1 / (π √(4t² - E²))`. -/
theorem hasDerivAt_integratedDensity {t E : ℝ} (ht : 0 < t)
    (hE : E ∈ Ioo (-(2 * t)) (2 * t)) :
    HasDerivAt (integratedDensity t) (1 / (π * Real.sqrt (4 * t ^ 2 - E ^ 2))) E := by
  have h2t : 0 < 2 * t := by linarith
  have hlo : -1 < -E / (2 * t) := by
    rw [lt_div_iff₀ h2t]
    linarith [hE.2]
  have hhi : -E / (2 * t) < 1 := by
    rw [div_lt_iff₀ h2t]
    linarith [hE.1]
  have hroot : ∀ x : ℝ, x * (2 * t) = -E →
      Real.sqrt (4 * t ^ 2 - E ^ 2) = 2 * t * Real.sqrt (1 - x ^ 2) := by
    intro x hx
    have h : 4 * t ^ 2 - E ^ 2 = (2 * t) ^ 2 * (1 - x ^ 2) := by
      linear_combination (x * (2 * t) - E) * hx
    rw [h, Real.sqrt_mul (sq_nonneg _), Real.sqrt_sq h2t.le]
  -- chain rule for the closed formula
  have hin : HasDerivAt (fun e : ℝ => -e / (2 * t)) (-1 / (2 * t)) E :=
    (hasDerivAt_id' E).fun_neg.div_const (2 * t)
  have hd := ((Real.hasDerivAt_arccos hlo.ne' hhi.ne).comp E hin).div_const π
  -- the closed formula holds in a neighbourhood of `E`
  have hev : integratedDensity t =ᶠ[𝓝 E] fun e => Real.arccos (-e / (2 * t)) / π := by
    filter_upwards [Ioo_mem_nhds hE.1 hE.2] with e he
    exact integratedDensity_eq ht ⟨he.1.le, he.2.le⟩
  refine (hd.congr_of_eventuallyEq hev).congr_deriv ?_
  rw [hroot _ (div_mul_cancel₀ _ h2t.ne')]
  ring
```

Hence, inside the band,

$$g(E)=\frac{1}{\pi\sqrt{4t^2-E^2}} .$$

```lean
/-- For `t > 0` the state density strictly inside the band is `1 / (π √(4t² - E²))`. -/
theorem density_eq {t E : ℝ} (ht : 0 < t) (hE : E ∈ Ioo (-(2 * t)) (2 * t)) :
    density t E = 1 / (π * Real.sqrt (4 * t ^ 2 - E ^ 2)) :=
  (hasDerivAt_integratedDensity ht hE).deriv
```

## The minimum at the centre

At $E=0$ the density is $g(0)=1/(2\pi t)$. For any other interior energy $0<4t^2-E^2<4t^2$, so the square root is positive and smaller than $2t$, and

$$g(E)=\frac{1}{\pi\sqrt{4t^2-E^2}}>\frac{1}{2\pi t}=g(0).$$

The minimum is therefore strict and is attained only at the centre. The comparison is among energies inside the band. The proof reduces the inequality between the reciprocals to one between the denominators, and then compares the square roots.

```lean
/-- For `t > 0` the state density at `E = 0` is strictly smaller than at every other
energy strictly inside the band. -/
theorem density_zero_lt {t E : ℝ} (ht : 0 < t) (hE : E ∈ Ioo (-(2 * t)) (2 * t))
    (h0 : E ≠ 0) : density t 0 < density t E := by
  have hpos : 0 < 4 * t ^ 2 - E ^ 2 := by nlinarith [hE.1, hE.2]
  have hsq : 0 < E ^ 2 := by positivity
  rw [density_eq ht hE, density_eq ht ⟨by linarith, by linarith⟩]
  apply one_div_lt_one_div_of_lt (mul_pos Real.pi_pos (Real.sqrt_pos.2 hpos))
  exact mul_lt_mul_of_pos_left (Real.sqrt_lt_sqrt hpos.le (by linarith)) Real.pi_pos
```

## Divergence at the two edges

As $E$ approaches $2t$ from below or $-2t$ from above, $4t^2-E^2$ tends to zero and stays positive. The denominator $\pi\sqrt{4t^2-E^2}$ does the same, so $g(E)\to\infty$.

In Lean, `𝓝[>] (-(2 * t))` is the approach to the lower edge from above, `𝓝[<] (2 * t)` the approach to the upper edge from below, and `atTop` means growth beyond every bound. The auxiliary statement `key` treats both edges together: it needs only a point $e$ with $e^2=4t^2$ and an approach to it that eventually stays inside the band. Continuity gives the limit zero of the denominator, `h1` adds that it is reached through positive values, and the reciprocal then diverges.

```lean
/-- For `t > 0` the state density tends to infinity at the lower and at the upper band
edge, each approached from inside the band. -/
theorem density_tendsto_atTop {t : ℝ} (ht : 0 < t) :
    Tendsto (density t) (𝓝[>] (-(2 * t))) atTop ∧
      Tendsto (density t) (𝓝[<] (2 * t)) atTop := by
  have key : ∀ (l : Filter ℝ) (e : ℝ), l ≤ 𝓝 e → e ^ 2 = 4 * t ^ 2 →
      (∀ᶠ E in l, E ∈ Ioo (-(2 * t)) (2 * t)) → Tendsto (density t) l atTop := by
    intro l e hl he hmem
    have hc : Continuous (fun E : ℝ => π * Real.sqrt (4 * t ^ 2 - E ^ 2)) := by fun_prop
    have h0 := (hc.tendsto e).mono_left hl
    simp only [he, sub_self, Real.sqrt_zero, mul_zero] at h0
    -- the denominator vanishes through positive values
    have h1 : Tendsto (fun E : ℝ => π * Real.sqrt (4 * t ^ 2 - E ^ 2)) l (𝓝[>] 0) := by
      refine tendsto_nhdsWithin_iff.2 ⟨h0, hmem.mono fun E hE => ?_⟩
      have hpos : 0 < 4 * t ^ 2 - E ^ 2 := by nlinarith [hE.1, hE.2]
      exact mul_pos Real.pi_pos (Real.sqrt_pos.2 hpos)
    refine (tendsto_inv_nhdsGT_zero.comp h1).congr' (hmem.mono fun E hE => ?_)
    have h : density t E = (π * Real.sqrt (4 * t ^ 2 - E ^ 2))⁻¹ := by
      rw [density_eq ht hE, one_div]
    exact h.symm
  have hlt : -(2 * t) < 2 * t := by linarith
  exact ⟨key _ _ nhdsWithin_le_nhds (by ring) (Ioo_mem_nhdsGT hlt),
    key _ _ nhdsWithin_le_nhds (by ring) (Ioo_mem_nhdsLT hlt)⟩
```

The rate follows from the factorisation $4t^2-E^2=(2t-E)(2t+E)$. Inside the band both factors are positive, and

$$g(E)\sqrt{2t-E}=\frac{1}{\pi\sqrt{2t+E}}\;\longrightarrow\;\frac{1}{\pi\sqrt{4t}}=\frac{1}{2\pi\sqrt t}\qquad(E\to 2t^-).$$

Near the upper edge the density thus behaves as $1/(2\pi\sqrt{t}\,\sqrt{2t-E})$, the inverse square-root form of a one-dimensional Van Hove singularity. In the proof, `hlim` takes the limit of the middle expression by continuity, and the last lines show that it equals the product on the left at interior energies near the edge.

```lean
/-- Inverse square-root law: for `t > 0`, the state density times `√(2t - E)` tends to
`1 / (2π √t)` as `E` approaches the upper band edge from inside. -/
theorem density_upper_edge {t : ℝ} (ht : 0 < t) :
    Tendsto (fun E => density t E * Real.sqrt (2 * t - E)) (𝓝[<] (2 * t))
      (𝓝 (1 / (2 * π * Real.sqrt t))) := by
  have hval : Real.sqrt (2 * t + 2 * t) = 2 * Real.sqrt t := by
    rw [show 2 * t + 2 * t = 2 ^ 2 * t by ring, Real.sqrt_mul (by positivity),
      Real.sqrt_sq (by norm_num)]
  have hne : π * Real.sqrt (2 * t + 2 * t) ≠ 0 := by positivity
  have hden : Continuous (fun E : ℝ => π * Real.sqrt (2 * t + E)) := by fun_prop
  have hc : ContinuousAt (fun E : ℝ => 1 / (π * Real.sqrt (2 * t + E))) (2 * t) :=
    ContinuousAt.div continuousAt_const hden.continuousAt hne
  have hlim : Tendsto (fun E : ℝ => 1 / (π * Real.sqrt (2 * t + E))) (𝓝[<] (2 * t))
      (𝓝 (1 / (π * Real.sqrt (2 * t + 2 * t)))) := hc.tendsto.mono_left nhdsWithin_le_nhds
  rw [hval, show π * (2 * Real.sqrt t) = 2 * π * Real.sqrt t by ring] at hlim
  refine hlim.congr' ?_
  filter_upwards [Ioo_mem_nhdsLT (show -(2 * t) < 2 * t by linarith)] with E hE
  -- split off the factor that vanishes at the edge
  have ha : 0 < 2 * t - E := by linarith [hE.2]
  have hb : 0 < 2 * t + E := by linarith [hE.1]
  have ha' := (Real.sqrt_pos.2 ha).ne'
  have hb' := (Real.sqrt_pos.2 hb).ne'
  rw [density_eq ht hE, show 4 * t ^ 2 - E ^ 2 = (2 * t - E) * (2 * t + E) by ring,
    Real.sqrt_mul ha.le]
  field_simp

end

end ChainVanHove
```

```lean
#print axioms ChainVanHove.hamiltonian_planeWave
#print axioms ChainVanHove.density_zero_lt
#print axioms ChainVanHove.density_tendsto_atTop
#print axioms ChainVanHove.density_upper_edge
```

```
'ChainVanHove.hamiltonian_planeWave' depends on axioms: [propext, Classical.choice, Quot.sound]
'ChainVanHove.density_zero_lt' depends on axioms: [propext, Classical.choice, Quot.sound]
'ChainVanHove.density_tendsto_atTop' depends on axioms: [propext, Classical.choice, Quot.sound]
'ChainVanHove.density_upper_edge' depends on axioms: [propext, Classical.choice, Quot.sound]
```

## How many states sit at the edge

The divergence is integrable, and no positive fraction of the states sits at the edge itself. For a small energy $\delta>0$, the fraction of states within $\delta$ of the upper edge is

$$1-N(2t-\delta)=\frac1\pi\arccos\!\Bigl(1-\frac{\delta}{2t}\Bigr)\approx\frac1\pi\sqrt{\frac{\delta}{t}},$$

which vanishes as $\delta\to0$. Divided by $\delta$, it gives the average density in this window, approximately $1/(\pi\sqrt{t\delta})$, which grows without bound as the window narrows.

In a computed density of states for non-interacting electrons on such a uniform chain, the edge peaks therefore have no finite height to converge to, and their plotted height depends on the bin width or broadening. Alternating bonds or hopping to second neighbours change the band energy, and the formulas above then no longer apply as they stand.
